# Linear or bent MX2: the polarisability threshold R³/8 in a fixed-bond ionic model

Before scanning the bond angle of an ionic dihalide in a classical model with fixed bond length R, where only the cation is polarisable, compare its polarisability p, expressed as a volume, with R³/8. If p is at most R³/8, the scan will find its minimum at the linear geometry. If p is larger, it will find a bent one, at an angle that can be written down in advance. Here the anions are unpolarisable point charges, the cation responds linearly to their field, and no other energy term depends on the angle. The comparison can also serve as a check on a simulation code that uses those same energy terms.

## Two competing energies

Place the cation M at the origin and let θ be the bond angle, with 0 < θ ≤ π. The two anions X carry charge −1 each and sit at

(±R sin(θ/2), R cos(θ/2)).

Atomic units are used throughout, so p has the dimension of a volume. It is the proportionality constant between the field F at the cation and the dipole induced there, and it stands for the deformability of the cation's electron cloud. Inducing the dipole lowers the energy by p|F|²/2. The attraction between the cation's charge and the anions depends only on R, so it is a constant here and is left out.

Write s = sin(θ/2), so that 0 < s ≤ 1 and s = 1 is the linear molecule. The anions are a distance 2Rs apart, and their repulsion is 1/(2Rs). An anion of charge −1 at position a produces the field a/R³ at the origin. In the sum of the two fields the horizontal components cancel and the vertical ones add:

|F| = 2|cos(θ/2)|/R², so |F|² = 4(1 − s²)/R⁴.

The angle-dependent energy is therefore

E(s) = 1/(2Rs) − (2p/R⁴)(1 − s²).

Repulsion favours s = 1. Induction favours small s, because in the linear molecule the two fields cancel and the cation is not polarised at all.

## Why the threshold is R³/8

Compare an arbitrary geometry with the linear one. Since 1/s − 1 = (1 − s)/s and 1 − s² = (1 − s)(1 + s),

E(s) − E(1) = (1 − s)[1/(2Rs) − 2p(1 + s)/R⁴]

= (1 − s)(R³ − 4ps(1 + s))/(2R⁴s).

For 0 < s < 1 we have s(1 + s) < 2, hence 4ps(1 + s) < 8p, since the polarisability p is positive. If p ≤ R³/8, this is less than R³, every factor is positive, and the linear geometry is the unique minimum.

For larger p, look for a stationary point. The condition E′(t) = −1/(2Rt²) + 4pt/R⁴ = 0 gives

8pt³ = R³, that is, t = R/(2p^(1/3)).

To see that t is a global minimum, use the cubic condition to replace 1/(2Ru) by 4pt³/(R⁴u), both for u = s and for u = t. Then

E(s) − E(t) = (4pt³/R⁴)(1/s − 1/t) + (2p/R⁴)(s² − t²)

= (2p/(R⁴s))(s³ − 3t²s + 2t³)

= 2p(s − t)²(s + 2t)/(R⁴s).

This is positive for every s > 0 other than t. When p > R³/8, the cubic condition gives t³ = R³/(8p) < 1, so t < 1 and t belongs to an actual bent geometry. It lies strictly below the linear one in energy, which proves the converse. The equilibrium angle is

θ = 2 arcsin(R/(2p^(1/3))).

## Softening at the threshold

At p = R³/8 exactly, t = 1 and the last factorisation becomes

E(s) − E(1) = (1 − s)²(s + 2)/(4Rs).

The linear geometry is still the unique minimum, but a very soft one. For a small deviation δ = π − θ, s is approximately 1 − δ²/8, so the energy rises as 3δ⁴/(256R) to leading order, with no quadratic term. The harmonic bending force constant of the model thus vanishes at the threshold.

## The molecule as Lean definitions

```lean
import Mathlib

open Matrix

namespace IonicTriatomicBending

noncomputable section
```

Positions are pairs of real numbers, of type `Fin 2 → ℝ`, in the plane of the molecule. The parameter `σ` selects one of the two anions.

```lean
/-- Position of an anion at distance `R` from the cation, for bond angle `θ`;
the sign `σ = 1` or `σ = -1` selects one of the two anions. -/
def anion (R θ σ : ℝ) : Fin 2 → ℝ :=
  ![σ * R * Real.sin (θ / 2), R * Real.cos (θ / 2)]
```

The field definition uses the fact that each anion is a distance R from the cation: the denominator is written directly as `R ^ 3`. The plus sign in front of the positions comes from the negative charge, since the field points from the cation towards the anions.

```lean
/-- Electric field of the two anions of charge `-1` at the cation, in atomic units. -/
def cationField (R θ : ℝ) : Fin 2 → ℝ :=
  (1 / R ^ 3) • (anion R θ 1 + anion R θ (-1))
```

The energy is built from the geometry, before any simplification. The anion–anion distance is the square root of the dot product `⬝ᵥ` of the separation vector with itself, which is the Euclidean length.

```lean
/-- Angle-dependent energy of the molecule: Coulomb repulsion of the anions plus
the induction energy of a cation of polarisability `p`. -/
def ionicEnergy (R p θ : ℝ) : ℝ :=
  1 / Real.sqrt ((anion R θ 1 - anion R θ (-1)) ⬝ᵥ (anion R θ 1 - anion R θ (-1)))
    - p / 2 * (cationField R θ ⬝ᵥ cationField R θ)
```

The reduced function E(s) gets its own definition, so that the algebra can be done without trigonometry.

```lean
/-- The bending energy as a function of the sine `s` of half the bond angle. -/
def bendEnergy (R p s : ℝ) : ℝ :=
  1 / (2 * R * s) - 2 * p / R ^ 4 * (1 - s ^ 2)
```

The stationary value t is `bentSine`, with the cube root written as a real power, and `bentAngle` is the corresponding bond angle when t is at most 1. For larger t no such angle exists, and Lean's arcsine makes `bentAngle` equal to π.

```lean
/-- For positive `R` and `p`, the positive stationary point of `bendEnergy R p`. It is the sine of
half a bond angle only if it is at most one. -/
def bentSine (R p : ℝ) : ℝ := R / (2 * p ^ (1 / 3 : ℝ))

/-- Twice the arcsine of `bentSine R p`. If `0 < bentSine R p ≤ 1`, this is the bond angle whose
half has sine `bentSine R p`. -/
def bentAngle (R p : ℝ) : ℝ := 2 * Real.arcsin (bentSine R p)
```

These definitions fix the physical content. Both bonds have the same constant length, the anions are unpolarisable point charges, and there is no short-range repulsion, covalency or relaxation of R with angle. A cation so polarisable that the predicted angle becomes small takes the model into a region where the neglected anion–anion overlap would matter.

## From coordinates to one variable

The first theorem says that for R > 0 and 0 < θ ≤ π the geometric energy equals `bendEnergy` at sin(θ/2). The value of `p` is unrestricted here.

```lean
/-- For `R > 0` and `0 < θ ≤ π`, the angle-dependent energy `ionicEnergy` equals `bendEnergy` at the
sine of half the bond angle. -/
theorem ionicEnergy_eq {R θ : ℝ} (p : ℝ) (hR : 0 < R) (h0 : 0 < θ) (h1 : θ ≤ Real.pi) :
    ionicEnergy R p θ = bendEnergy R p (Real.sin (θ / 2)) := by
  have hs : 0 < Real.sin (θ / 2) :=
    Real.sin_pos_of_pos_of_lt_pi (by linarith) (by linarith)
  -- the squared distance between the anions
  have hd : (anion R θ 1 - anion R θ (-1)) ⬝ᵥ (anion R θ 1 - anion R θ (-1))
      = (2 * R * Real.sin (θ / 2)) ^ 2 := by
    simp [dotProduct, Fin.sum_univ_two, anion]
    ring
  -- the transverse field components cancel, the axial ones add
  have hF : cationField R θ ⬝ᵥ cationField R θ
      = (1 / R ^ 3) ^ 2 * (2 * R * Real.cos (θ / 2)) ^ 2 := by
    simp [dotProduct, Fin.sum_univ_two, cationField, anion]
    ring
  have hc : Real.cos (θ / 2) ^ 2 = 1 - Real.sin (θ / 2) ^ 2 := by
    linarith [Real.sin_sq_add_cos_sq (θ / 2)]
  have h2 : (1 / R ^ 3) ^ 2 * (2 * R * Real.cos (θ / 2)) ^ 2
      = 4 * (1 - Real.sin (θ / 2) ^ 2) / R ^ 4 := by
    rw [← hc]
    field_simp
    ring
  unfold ionicEnergy bendEnergy
  rw [hd, hF, h2, Real.sqrt_sq (by positivity)]
  ring
```

The steps `hd` and `hF` evaluate the squared distance and the squared field from coordinates, and `h2` replaces cos² by 1 − sin². Taking the square root of (2R sin(θ/2))² returns 2R sin(θ/2) only because that quantity is nonnegative, which follows from `hs`. The condition θ > 0 also excludes coinciding anions, for which Lean's convention 1/0 = 0 would make the repulsion disappear.

## The two factorisations

The energy relative to the linear geometry is an identity between rational functions. `field_simp` clears the denominators and `ring` compares the polynomials that remain.

```lean
/-- The energy of a bent geometry relative to the linear one, in factored form. -/
theorem bendEnergy_sub_linear {R s : ℝ} (p : ℝ) (hR : 0 < R) (hs : 0 < s) :
    bendEnergy R p s - bendEnergy R p 1
      = (1 - s) * (R ^ 3 - 4 * p * s * (1 + s)) / (2 * R ^ 4 * s) := by
  unfold bendEnergy
  field_simp
  ring
```

The second factorisation takes the cubic condition as a hypothesis `h` on an arbitrary positive `t`. The auxiliary statement `key` is the replacement of 1/(2Ru) by 4pt³/(R⁴u). After cross-multiplication it is a multiple of `h`, and `linear_combination` supplies the multiplier. Once both repulsion terms have been rewritten, the rest is again polynomial algebra.

```lean
/-- The energy relative to a point `t` with `8 p t³ = R³`, in factored form. -/
theorem bendEnergy_sub_stationary {R p s t : ℝ} (hR : 0 < R) (hs : 0 < s) (ht : 0 < t)
    (h : 8 * p * t ^ 3 = R ^ 3) :
    bendEnergy R p s - bendEnergy R p t
      = 2 * p * (s - t) ^ 2 * (s + 2 * t) / (R ^ 4 * s) := by
  -- express the Coulomb repulsion through the polarisability
  have key : ∀ u : ℝ, 0 < u → 1 / (2 * R * u) = 4 * p * t ^ 3 / (R ^ 4 * u) := by
    intro u hu
    rw [div_eq_div_iff (by positivity) (by positivity)]
    linear_combination (-(R * u)) * h
  unfold bendEnergy
  rw [key s hs, key t ht]
  field_simp
  ring
```

No derivative is taken in the file. The stationary condition motivates the choice of t, but the factored difference alone establishes the minimum, and it does so globally.

## The bent minimum in the variable s

The next lemma confirms that the explicit formula for t is positive and satisfies 8pt³ = R³. Its main ingredient is that the cube of p^(1/3) is p, which holds for p > 0.

```lean
/-- The value `bentSine R p` is positive and solves the cubic `8 p t³ = R³`. -/
theorem bentSine_spec {R p : ℝ} (hR : 0 < R) (hp : 0 < p) :
    0 < bentSine R p ∧ 8 * p * bentSine R p ^ 3 = R ^ 3 := by
  have h : (p ^ (1 / 3 : ℝ)) ^ 3 = p := by
    rw [← Real.rpow_natCast, ← Real.rpow_mul hp.le]
    norm_num
  unfold bentSine
  refine ⟨by positivity, ?_⟩
  rw [div_pow, mul_pow, h]
  field_simp
  ring
```

For p > R³/8, the lemma `bentSine_minimum` then gives two facts: t is less than 1, and E(t) is strictly below E(s) for every other positive s, including values above 1 that correspond to no bond angle.

```lean
/-- Above the polarisability `R³/8` the value `bentSine R p` is less than one, and
it has strictly lower energy than every other positive `s`. -/
theorem bentSine_minimum {R p : ℝ} (hR : 0 < R) (h : R ^ 3 / 8 < p) :
    bentSine R p < 1 ∧
      ∀ s, 0 < s → s ≠ bentSine R p → bendEnergy R p (bentSine R p) < bendEnergy R p s := by
  have hp : 0 < p := lt_trans (by positivity) h
  obtain ⟨ht, hcub⟩ := bentSine_spec hR hp
  constructor
  · by_contra hn
    have h3 : 1 ≤ bentSine R p ^ 3 := one_le_pow₀ (not_lt.mp hn)
    nlinarith [mul_le_mul_of_nonneg_left h3 hp.le]
  · intro s hs hne
    have hsq : 0 < (s - bentSine R p) ^ 2 := sq_pos_of_ne_zero (sub_ne_zero.mpr hne)
    have hpos : 0 < 2 * p * (s - bentSine R p) ^ 2 * (s + 2 * bentSine R p) / (R ^ 4 * s) := by
      positivity
    linarith [bendEnergy_sub_stationary hR hs ht hcub]
```

The first part argues by contradiction. If t were at least 1, then t³ ≥ 1, and the cubic condition would give R³ ≥ 8p, against the hypothesis. In the second part, s ≠ t makes (s − t)² positive, `positivity` extends this to the whole factored expression, and the second factorisation turns it into the energy inequality.

## The equivalence in s

The left-hand side of `bendEnergy_linear_iff` says that every s strictly between 0 and 1 has higher energy than s = 1. The strict inequality expresses that the minimum is unique. Both R and p are assumed positive.

```lean
/-- The point `s = 1` is the unique minimum of the bending energy on `0 < s ≤ 1`
if and only if the cation polarisability is at most `R³/8`. -/
theorem bendEnergy_linear_iff {R p : ℝ} (hR : 0 < R) (hp : 0 < p) :
    (∀ s, 0 < s → s < 1 → bendEnergy R p 1 < bendEnergy R p s) ↔ p ≤ R ^ 3 / 8 := by
  constructor
  · intro hmin
    by_contra hn
    obtain ⟨hlt, hbent⟩ := bentSine_minimum hR (not_le.mp hn)
    have h1 := hmin _ (bentSine_spec hR hp).1 hlt
    have h2 := hbent 1 one_pos hlt.ne'
    linarith
  · intro hle s hs hs1
    have h2 : s * (1 + s) < 2 := by nlinarith
    have h3 : p * (s * (1 + s)) < p * 2 := mul_lt_mul_of_pos_left h2 hp
    have h4 : 0 < R ^ 3 - 4 * p * s * (1 + s) := by nlinarith
    have h5 : 0 < 1 - s := by linarith
    have hpos : 0 < (1 - s) * (R ^ 3 - 4 * p * s * (1 + s)) / (2 * R ^ 4 * s) := by
      positivity
    linarith [bendEnergy_sub_linear p hR hs]
```

For the forward direction, suppose p > R³/8. The assumed minimum at 1 gives E(1) < E(t), while the preceding lemma gives E(t) < E(1), a contradiction. For the reverse direction, `h2` is the bound s(1 + s) < 2, `h3` multiplies it by p, and `h4` is the resulting positivity of R³ − 4ps(1 + s). The first factorisation finishes the argument.

## Back to bond angles

The remaining theorems concern `ionicEnergy`, the energy computed from the positions of the ions. The first treats the bent regime: for R > 0 and p > R³/8, `bentAngle R p` lies strictly between 0 and π, and every other bond angle in (0, π] has higher energy.

```lean
/-- Above the polarisability `R³/8` the molecule is bent: `bentAngle R p` lies strictly
between `0` and `π` and is the unique bond angle of lowest energy. -/
theorem bent_equilibrium {R p : ℝ} (hR : 0 < R) (h : R ^ 3 / 8 < p) :
    0 < bentAngle R p ∧ bentAngle R p < Real.pi ∧
      ∀ θ, 0 < θ → θ ≤ Real.pi → θ ≠ bentAngle R p →
        ionicEnergy R p (bentAngle R p) < ionicEnergy R p θ := by
  have hp : 0 < p := lt_trans (by positivity) h
  have ht := (bentSine_spec hR hp).1
  obtain ⟨hlt, hmin⟩ := bentSine_minimum hR h
  have ha : 0 < bentAngle R p := by
    have := Real.arcsin_pos.mpr ht
    unfold bentAngle
    linarith
  have hb : bentAngle R p < Real.pi := by
    have := Real.arcsin_lt_pi_div_two.mpr hlt
    unfold bentAngle
    linarith
  have hhalf : bentAngle R p / 2 = Real.arcsin (bentSine R p) := by
    unfold bentAngle
    ring
  refine ⟨ha, hb, fun θ h0 h1 hne => ?_⟩
  rw [ionicEnergy_eq p hR ha hb.le, ionicEnergy_eq p hR h0 h1, hhalf,
    Real.sin_arcsin (by linarith) hlt.le]
  apply hmin _ (Real.sin_pos_of_pos_of_lt_pi (by linarith) (by linarith))
  -- the sine determines half the bond angle
  intro heq
  apply hne
  have := Real.arcsin_sin (x := θ / 2) (by linarith) (by linarith)
  rw [heq] at this
  unfold bentAngle
  linarith
```

The bounds `ha` and `hb` come from 0 < t < 1 and the corresponding properties of the arcsine. Both energies are then rewritten as values of E(s), and `bentSine_minimum` applies once the two sines are known to differ. They do, because half a bond angle lies in (0, π/2], where the sine determines the angle. The closing lines use `Real.arcsin_sin` for this.

The final theorem is the criterion for the linear molecule. For positive R and p, the energy at θ = π is strictly below the energy at every θ in (0, π) if and only if p ≤ R³/8. The threshold value itself belongs to the linear side.

```lean
/-- In the fixed-bond model with energy `ionicEnergy`, for positive `R` and `p`, the linear geometry
is the unique energy minimum if and only if the cation polarisability is at most `R³/8`. -/
theorem linear_equilibrium_iff {R p : ℝ} (hR : 0 < R) (hp : 0 < p) :
    (∀ θ, 0 < θ → θ < Real.pi → ionicEnergy R p Real.pi < ionicEnergy R p θ)
      ↔ p ≤ R ^ 3 / 8 := by
  constructor
  · intro hmin
    by_contra hn
    obtain ⟨ha, hb, hbent⟩ := bent_equilibrium hR (not_le.mp hn)
    have h1 := hmin _ ha hb
    have h2 := hbent Real.pi Real.pi_pos le_rfl hb.ne'
    linarith
  · intro hle θ h0 h1
    rw [ionicEnergy_eq p hR Real.pi_pos le_rfl, ionicEnergy_eq p hR h0 h1.le,
      Real.sin_pi_div_two]
    apply (bendEnergy_linear_iff hR hp).mpr hle
    · exact Real.sin_pos_of_pos_of_lt_pi (by linarith) (by linarith)
    · rw [← Real.sin_pi_div_two]
      exact Real.sin_lt_sin_of_lt_of_le_pi_div_two (by linarith) le_rfl (by linarith)

end

end IonicTriatomicBending
```

If the linear geometry is the unique minimum but p exceeds R³/8, the equilibrium angle from `bent_equilibrium` yields the same pair of contradictory inequalities as before. Conversely, if p ≤ R³/8, the energies are rewritten in terms of s, with sin(π/2) = 1 for the linear molecule. The equivalence in s then applies, because 0 < θ < π puts sin(θ/2) strictly between 0 and 1.

```lean
#print axioms IonicTriatomicBending.linear_equilibrium_iff
```

```
'IonicTriatomicBending.linear_equilibrium_iff' depends on axioms: [propext, Classical.choice, Quot.sound]
```
